# Among orthonormal mixtures of finitely many linearly independent orbitals, Löwdin's set is the closest

**Q:** You measure "closest" by a trace of coefficient matrices, weighted with the overlap matrix, and you let the result be a complex number. I would have expected a sum of squared distances between orbitals. Why should I accept the trace as the same thing?

**A:** Because the two are proved equal. Take finitely many orbitals $\varphi_i$, indexed by `n`, in a complex inner product space `E`. Their overlap matrix has entries $S_{ij}=\langle\varphi_i,\varphi_j\rangle$. A square matrix $X$ mixes them into new orbitals $\varphi'_j=\sum_i X_{ij}\varphi_i$, so column $j$ of $X$ holds the coefficients of new orbital $j$. With $1$ for the identity matrix and $\dagger$ for the conjugate transpose (`ᴴ` in Lean), the displacement is $\mathrm{tr}\,(X-1)^\dagger S(X-1)$.

```lean
import Mathlib

open Matrix
open scoped ComplexOrder

namespace LowdinClosest

variable {n : Type*} [Fintype n] [DecidableEq n]
variable {E : Type*} [NormedAddCommGroup E] [InnerProductSpace ℂ E]

/-- The displacement of the orbitals with coefficient matrix `X` from the original ones,
measured with the overlap matrix `S`: the trace of `(X - 1)ᴴ S (X - 1)`. -/
def displacement (S X : Matrix n n ℂ) : ℂ :=
  trace ((X - 1)ᴴ * S * (X - 1))

/-- The overlap matrix of a family of orbitals. -/
noncomputable def overlap (φ : n → E) : Matrix n n ℂ :=
  Matrix.of fun i j => inner ℂ (φ i) (φ j)

/-- The new orbitals obtained from `φ`; column `j` of `X` holds the coefficients of
the new orbital `j`. -/
def mix (φ : n → E) (X : Matrix n n ℂ) (j : n) : E :=
  ∑ i, X i j • φ i
```

**Q:** Then show me the link. First, what does orthonormality of the new orbitals mean for $X$?

**A:** The inner product is conjugate-linear in its first argument, so
$$\langle\varphi'_j,\varphi'_k\rangle=\sum_{i,l}\overline{X_{ij}}\,S_{il}\,X_{lk}=(X^\dagger SX)_{jk}.$$
The new orbitals are orthonormal exactly when $X^\dagger SX=1$. The Lean proof writes out both sides as sums, moves the sums out of the inner product with `sum_inner` and `inner_sum`, and then takes out the coefficients, the left one conjugated.

```lean
omit [DecidableEq n] in
/-- Mixing the orbitals with `X` turns their overlap matrix `S` into `Xᴴ S X`. -/
theorem overlap_mix (φ : n → E) (X : Matrix n n ℂ) :
    overlap (mix φ X) = Xᴴ * overlap φ * X := by
  rw [Matrix.mul_assoc]
  ext j k
  change inner ℂ (∑ i, X i j • φ i) (∑ l, X l k • φ l)
    = ∑ i, star (X i j) * ∑ l, inner ℂ (φ i) (φ l) * X l k
  rw [sum_inner]
  refine Finset.sum_congr rfl fun i _ => ?_
  rw [inner_sum, Finset.mul_sum]
  refine Finset.sum_congr rfl fun l _ => ?_
  rw [inner_smul_left, inner_smul_right, starRingEnd_apply]
  ring
```

**Q:** And the distances?

**A:** The difference $\varphi'_j-\varphi_j=\sum_i (X-1)_{ij}\varphi_i$ is itself a mixture of the old orbitals, with coefficient matrix $X-1$. Its squared norm is therefore the diagonal entry $j$ of $(X-1)^\dagger S(X-1)$, and summing over $j$ gives
$$\sum_j\|\varphi'_j-\varphi_j\|^2=\mathrm{tr}\,(X-1)^\dagger S(X-1).$$
In the proof below, `h` is the remark about the difference, and the previous lemma, used from right to left, turns the matrix product into an overlap matrix. The left side is a real number read as a complex one, so the displacement of actual orbitals is real.

```lean
/-- The displacement is the sum of the squared distances between new and old orbitals. -/
theorem sum_norm_sq_eq_displacement (φ : n → E) (X : Matrix n n ℂ) :
    ((∑ j, ‖mix φ X j - φ j‖ ^ 2 : ℝ) : ℂ) = displacement (overlap φ) X := by
  have h : ∀ j, mix φ X j - φ j = mix φ (X - 1) j := by
    intro j
    simp [mix, sub_smul, Finset.sum_sub_distrib, Matrix.one_apply, ite_smul]
  unfold displacement
  rw [← overlap_mix]
  push_cast
  change _ = ∑ j, inner ℂ (mix φ (X - 1) j) (mix φ (X - 1) j)
  refine Finset.sum_congr rfl fun j _ => ?_
  rw [h j]
  exact (inner_self_eq_norm_sq_to_K (𝕜 := ℂ) (mix φ (X - 1) j)).symm
```

**Q:** Would it have mattered if you had left out the weight $S$ and used $\mathrm{tr}\,(X-1)^\dagger(X-1)$?

**A:** Yes, and the error is hard to notice, because the minimiser stays the same while the value of the minimum is in general different. The unweighted trace compares coefficient tables, which agrees with comparing orbitals when the old ones are already orthonormal. For two normalised orbitals with overlap $120/169$, the correct minimum is $4/13\approx0.31$, whereas the unweighted expression gives about $0.79$ at the same $X$.

**Q:** Fine. Now derive the minimum for me without any Lean.

**A:** Let $Q$ be a positive definite matrix with $Q^2=S$, and let $X$ satisfy $X^\dagger SX=1$. Put $U=QX$. Since $Q$ is Hermitian, $U^\dagger U=X^\dagger Q^2X=1$, and since $U$ is square, $UU^\dagger=1$ as well. Expanding the displacement and using the constraint gives
$$\mathrm{tr}\,(X-1)^\dagger Q^2(X-1)=\mathrm{tr}\,1-\mathrm{tr}\,U^\dagger Q-\mathrm{tr}\,QU+\mathrm{tr}\,Q^2 .$$
Now expand a second expression:
$$\mathrm{tr}\,(U-1)^\dagger Q(U-1)=\mathrm{tr}\,U^\dagger QU-\mathrm{tr}\,U^\dagger Q-\mathrm{tr}\,QU+\mathrm{tr}\,Q .$$
By cyclicity $\mathrm{tr}\,U^\dagger QU=\mathrm{tr}\,QUU^\dagger=\mathrm{tr}\,Q$, so the terms without $U$ add up to $2\,\mathrm{tr}\,Q$. Finally $\mathrm{tr}\,(Q-1)^2=\mathrm{tr}\,Q^2-2\,\mathrm{tr}\,Q+\mathrm{tr}\,1$. Adding the last two expressions reproduces the first:
$$\mathrm{tr}\,(X-1)^\dagger S(X-1)=\mathrm{tr}\,(Q-1)^2+\mathrm{tr}\,(QX-1)^\dagger Q(QX-1).$$

**Q:** So everything that depends on $X$ sits in the last term. Why is it nonnegative?

**A:** Write $W=QX-1$ and let $w_j$ be its columns. Then $\mathrm{tr}\,W^\dagger QW=\sum_j w_j^\dagger Qw_j$. Each term is nonnegative because $Q$ is positive definite, and it is zero only for $w_j=0$. The sum therefore vanishes exactly when $W=0$, which means $QX=1$, or $X=Q^{-1}$. This matrix is admissible, since $Q^{-1}Q^2Q^{-1}=1$. It is the unique minimiser, with value $\mathrm{tr}\,(Q-1)^2$.

The column argument is the next lemma. There `hsum` splits the trace into quadratic forms and `hnn` says that each is nonnegative. If the trace vanishes, so does every form; a nonzero entry `W i j` would make column `j` nonzero and its form strictly positive, which is the contradiction at the end.

```lean
/-- For positive definite `Q` the trace of `Wᴴ Q W` is nonnegative, and it vanishes only
for `W = 0`. -/
theorem trace_form_nonneg {Q : Matrix n n ℂ} (hQ : Q.PosDef) (W : Matrix n n ℂ) :
    0 ≤ trace (Wᴴ * Q * W) ∧ (trace (Wᴴ * Q * W) = 0 ↔ W = 0) := by
  -- the trace is a sum of quadratic forms, one for each column of `W`
  have hsum : trace (Wᴴ * Q * W)
      = ∑ j, star (fun i => W i j) ⬝ᵥ Q *ᵥ (fun i => W i j) := by
    rw [Matrix.mul_assoc]
    rfl
  have hnn : ∀ j ∈ Finset.univ,
      0 ≤ star (fun i => W i j) ⬝ᵥ Q *ᵥ (fun i => W i j) :=
    fun j _ => hQ.posSemidef.dotProduct_mulVec_nonneg _
  refine ⟨hsum ▸ Finset.sum_nonneg hnn, fun h => ?_, fun h => by simp [h]⟩
  rw [hsum, Finset.sum_eq_zero_iff_of_nonneg hnn] at h
  ext i j
  by_contra hij
  have hne : (fun i => W i j) ≠ 0 := fun h0 => hij (congrFun h0 i)
  exact (hQ.dotProduct_mulVec_pos hne).ne' (h j (Finset.mem_univ j))
```

**Q:** And the identity with the two traces?

**A:** It follows the same expansion. `hU` and `hU'` are the two halves of unitarity; the second comes from `mul_eq_one_comm`, which is where squareness enters. `h1`, `h2` and `h3` expand the three products without commuting any matrices, `h4` is the cyclic step, and `ring` collects the traces. This lemma asks only that $Q$ be Hermitian. Positivity comes in afterwards, through the sign of the last term.

```lean
/-- For Hermitian `Q` and overlap matrix `Q²`, the displacement of an orthonormalising `X`
is the trace of `(Q - 1)²` plus the trace of `(QX - 1)ᴴ Q (QX - 1)`. -/
theorem displacement_eq {Q X : Matrix n n ℂ} (hQ : Q.IsHermitian)
    (hX : Xᴴ * (Q * Q) * X = 1) :
    displacement (Q * Q) X
      = trace ((Q - 1) ^ 2) + trace ((Q * X - 1)ᴴ * Q * (Q * X - 1)) := by
  -- `Q X` is unitary
  have hU : (Xᴴ * Q) * (Q * X) = 1 := by
    rw [← hX]
    simp only [Matrix.mul_assoc]
  have hU' : (Q * X) * (Xᴴ * Q) = 1 := mul_eq_one_comm.mp hU
  have h1 : (X - 1)ᴴ * (Q * Q) * (X - 1)
      = 1 - Xᴴ * Q * Q - Q * Q * X + Q * Q := by
    have e : (Xᴴ - 1) * (Q * Q) * (X - 1)
        = Xᴴ * (Q * Q) * X - Xᴴ * Q * Q - Q * Q * X + Q * Q := by noncomm_ring
    rw [conjTranspose_sub, conjTranspose_one, e, hX]
  have h2 : (Q * X - 1)ᴴ * Q * (Q * X - 1)
      = (Xᴴ * Q) * (Q * (Q * X)) - Xᴴ * Q * Q - Q * Q * X + Q := by
    rw [conjTranspose_sub, conjTranspose_one, conjTranspose_mul, hQ.eq]
    noncomm_ring
  have h3 : (Q - 1) ^ 2 = Q * Q - Q - Q + 1 := by noncomm_ring
  -- unitary invariance of the trace
  have h4 : trace ((Xᴴ * Q) * (Q * (Q * X))) = trace Q := by
    rw [Matrix.trace_mul_comm, Matrix.mul_assoc Q (Q * X), hU', Matrix.mul_one]
  unfold displacement
  rw [h1, h2, h3]
  simp only [trace_add, trace_sub]
  rw [h4]
  ring
```

**Q:** Now the main statement. Read it to me as physics.

**A:** The hypothesis `hQ` says that `Q` is positive definite, which in Mathlib includes being Hermitian, and `hS` says that its square is the overlap matrix `S`. So `Q` plays the role of $S^{1/2}$ and `Q⁻¹` that of $S^{-1/2}$. Mixing the orbitals with $S^{-1/2}$ is Löwdin's orthogonalisation, also called symmetric orthogonalisation. There are three conclusions. The matrix `Q⁻¹` orthonormalises, its displacement is `trace ((Q - 1) ^ 2)`, and every square `X` with `Xᴴ * S * X = 1` has at least that displacement, with equality exactly for `X = Q⁻¹`.

```lean
/-- Löwdin orthogonalisation is closest: let `S` have the positive definite square root `Q`.
Then `Q⁻¹` orthonormalises the orbitals with displacement `tr (Q - 1)²`, and every square `X`
with `Xᴴ S X = 1` has at least this displacement, with equality only for `X = Q⁻¹`. -/
theorem lowdin_closest {S Q : Matrix n n ℂ} (hQ : Q.PosDef) (hS : Q * Q = S) :
    (Q⁻¹)ᴴ * S * Q⁻¹ = 1 ∧ displacement S Q⁻¹ = trace ((Q - 1) ^ 2) ∧
      ∀ X : Matrix n n ℂ, Xᴴ * S * X = 1 →
        trace ((Q - 1) ^ 2) ≤ displacement S X ∧
        (displacement S X = trace ((Q - 1) ^ 2) ↔ X = Q⁻¹) := by
  subst hS
  have hdet : IsUnit Q.det := hQ.det_pos.ne'.isUnit
  have hr : Q * Q⁻¹ = 1 := mul_nonsing_inv Q hdet
  have hl : Q⁻¹ * Q = 1 := nonsing_inv_mul Q hdet
  have horth : (Q⁻¹)ᴴ * (Q * Q) * Q⁻¹ = 1 := by
    rw [conjTranspose_nonsing_inv, hQ.isHermitian.eq, ← Matrix.mul_assoc, hl,
      Matrix.one_mul, hr]
  refine ⟨horth, ?_, fun X hX => ?_⟩
  · rw [displacement_eq hQ.isHermitian horth, hr]
    simp
  · obtain ⟨hnn, hzero⟩ := trace_form_nonneg hQ (Q * X - 1)
    rw [displacement_eq hQ.isHermitian hX]
    refine ⟨le_add_of_nonneg_right hnn, ?_⟩
    rw [add_eq_left, hzero, sub_eq_zero]
    exact ⟨fun h => (inv_eq_right_inv h).symm, fun h => by rw [h, hr]⟩
```

**Q:** There is a `≤` between complex numbers in there. What does it mean?

**A:** In the order used here, $z\le w$ means that the real parts are ordered and the imaginary parts are equal. The inequality thus also says that the difference of the two sides is real, so nothing is hidden in an imaginary part.

**Q:** And the proof adds nothing to your derivation?

**A:** Only bookkeeping. The determinant of `Q` is positive, so `Q⁻¹` is a true two-sided inverse (`hr` and `hl`), and `horth` is the admissibility check. For the value, the identity is applied to `Q⁻¹` itself, where its last trace is zero. For a general `X`, the column lemma is applied to `Q * X - 1`: its first half gives the inequality, and its second half reduces equality to `Q * X = 1`.

**Q:** You hand the theorem a square root. Where does it come from?

**A:** It is an input. For linearly independent orbitals the overlap matrix is positive definite, and such a matrix has exactly one positive definite square root, by the usual diagonalisation. The theorem takes that root as given and does not construct it.

**Q:** Does it have to be positive definite? Any Hermitian root squares to $S$.

**A:** Take a single normalised orbital, so $S=1$, and choose $Q=-1$. This is Hermitian and invertible, and $Q^2=S$. Then $Q^{-1}=-1$ flips the sign of the orbital, at squared distance $4$. Leaving the orbital alone, $X=1$, is also admissible and has distance $0$. So a Hermitian, invertible root is not enough for the minimum. In the identity, the last term is then $-4$.

**Q:** I would still like a version that speaks of orbitals and real numbers.

**A:** Here it is. The hypothesis `hX` says that the mixed family is orthonormal, and both sums are real sums of squared distances. The proof translates `hX` with `overlap_mix`, reads the real sums as complex displacements, and quotes the matrix theorem. That the family mixed with `Q⁻¹` is itself orthonormal follows from the first conclusion of the matrix theorem together with `overlap_mix`.

```lean
/-- Let the overlap matrix of the orbitals `φ` have the positive definite square root `Q`. If a
square matrix `X` mixes `φ` into an orthonormal family, the sum of squared distances of that family
from `φ` is at least the sum for the family mixed with `Q⁻¹`, with equality exactly for `X = Q⁻¹`.
-/
theorem lowdin_orbitals_closest (φ : n → E) {Q : Matrix n n ℂ} (hQ : Q.PosDef)
    (hS : Q * Q = overlap φ) (X : Matrix n n ℂ) (hX : overlap (mix φ X) = 1) :
    ∑ j, ‖mix φ Q⁻¹ j - φ j‖ ^ 2 ≤ ∑ j, ‖mix φ X j - φ j‖ ^ 2 ∧
      (∑ j, ‖mix φ X j - φ j‖ ^ 2 = ∑ j, ‖mix φ Q⁻¹ j - φ j‖ ^ 2 ↔ X = Q⁻¹) := by
  rw [overlap_mix] at hX
  obtain ⟨_, hval, hmin⟩ := lowdin_closest hQ hS
  obtain ⟨hle, heq⟩ := hmin X hX
  constructor
  · rw [← Complex.real_le_real, sum_norm_sq_eq_displacement,
      sum_norm_sq_eq_displacement, hval]
    exact hle
  · rw [← Complex.ofReal_inj, sum_norm_sq_eq_displacement,
      sum_norm_sq_eq_displacement, hval]
    exact heq
```

**Q:** What does this comparison leave out?

**A:** The competitors are families of the same size built from the given orbitals by a square matrix. Orthonormal families that reach outside their span are not compared. The family is finite, though `E` may be infinite-dimensional. Linear independence is built in, because a positive definite `Q` makes the overlap matrix positive definite; an exactly redundant basis has to be reduced first.

**Q:** And where would I meet this in practice?

**A:** In electronic structure, symmetric orthogonalisation turns the generalised eigenvalue problem of a non-orthogonal basis into an ordinary one. For a finite, linearly independent basis, the theorem says that this choice disturbs the original orbitals least in summed squared distance; it makes no statement about energies.

**Q:** Give me a case with numbers, so that I can see that the hypotheses are satisfiable beyond the trivial $Q=1$.

**A:** Take
$$Q=\frac1{13}\begin{pmatrix}12&5\\5&12\end{pmatrix},\qquad Q^2=\begin{pmatrix}1&120/169\\120/169&1\end{pmatrix}.$$
The square is the overlap matrix of two normalised orbitals with a large overlap. In $\mathbb C^2$ one can use $\varphi_1=(12/13,\,5/13)$ and $\varphi_2=(5/13,\,12/13)$. Mixing them with $Q^{-1}$ gives the standard basis vectors $(1,0)$ and $(0,1)$. Each orbital has moved by a squared distance of $(1^2+5^2)/169=2/13$. The total is $4/13$, in agreement with $\mathrm{tr}\,(Q-1)^2$.

The Lean statement below concerns the two matrices: `Q` is positive definite, and its square is the displayed matrix. For positivity, the proof writes `Q` as $7/13$ times the identity plus a product $B^\dagger B$, that is, a positive definite matrix plus a positive semidefinite one. The square is checked entry by entry.

```lean
/-- The overlap matrix of two normalised orbitals with overlap `120/169` has the positive
definite square root with diagonal entries `12/13` and off-diagonal entries `5/13`. -/
theorem lowdin_closest_witness :
    (!![12/13, 5/13; 5/13, 12/13] : Matrix (Fin 2) (Fin 2) ℂ).PosDef ∧
    (!![12/13, 5/13; 5/13, 12/13] : Matrix (Fin 2) (Fin 2) ℂ) *
      !![12/13, 5/13; 5/13, 12/13] = !![1, 120/169; 120/169, 1] := by
  constructor
  · have h8 : (starRingEnd ℂ) 8 = 8 := map_ofNat (starRingEnd ℂ) 8
    have h13 : (starRingEnd ℂ) 13 = 13 := map_ofNat (starRingEnd ℂ) 13
    -- a positive multiple of the identity plus a matrix of the form `Bᴴ B`
    have h : (!![12/13, 5/13; 5/13, 12/13] : Matrix (Fin 2) (Fin 2) ℂ)
        = diagonal (fun _ => (7/13 : ℂ))
          + (!![8/13, 8/13; 1/13, 1/13] : Matrix (Fin 2) (Fin 2) ℂ)ᴴ
            * !![8/13, 8/13; 1/13, 1/13] := by
      ext i j
      fin_cases i <;> fin_cases j <;>
        norm_num [Matrix.mul_apply, Fin.sum_univ_succ, Matrix.diagonal, h8, h13]
    have hpos : (0 : ℂ) < 7/13 := by
      have h7 : (0 : ℝ) < 7/13 := by norm_num
      have hc := Complex.real_lt_real.mpr h7
      push_cast at hc
      exact hc
    rw [h]
    exact (PosDef.diagonal fun _ => hpos).add_posSemidef
      (posSemidef_conjTranspose_mul_self _)
  · ext i j
    fin_cases i <;> fin_cases j <;>
      norm_num [Matrix.mul_apply, Fin.sum_univ_succ]

end LowdinClosest
```

```lean
#print axioms LowdinClosest.lowdin_orbitals_closest
```

```
'LowdinClosest.lowdin_orbitals_closest' depends on axioms: [propext, Classical.choice, Quot.sound]
```
